# Even and odd partial sums of the screening series bound the screened response from below and above, for a positive definite bare response and a positive semidefinite interaction

The theorem `series_bracket` concerns a bare response `X` and an interaction `K`, given as finite complex matrices with `X` positive definite and `K` positive semidefinite. It compares the screened response `R = (X⁻¹ + K)⁻¹` with the partial sums of `X - XKX + XKXKX - ...`: in the Loewner order, a sum with an even number of terms is at most `R`, and one with an odd number is at least `R`. Convergence of the series is not claimed. The proof writes the two differences as `(-XK)^(2k)` times `R` and times `X - R`, then moves half of the factors to the right, where they become adjoints. This gives each difference the form `B * A * Bᴴ` with `A` positive semidefinite, which is again positive semidefinite.

In Lean, a first try:

```lean
import Mathlib

open Matrix
open scoped ComplexOrder

namespace SeriesBracket

noncomputable section

variable {n m : Type*} [Fintype n] [DecidableEq n] [Fintype m]

/-- The screened response `(X⁻¹ + K)⁻¹` built from the bare response `X` and the interaction `K`,
for invertible `X` and `X⁻¹ + K`. -/
def screenedResponse (X K : Matrix n n ℂ) : Matrix n n ℂ := (X⁻¹ + K)⁻¹

/-- The first `N` terms `X - XKX + XKXKX - ...` of the expansion of the response in powers of
the interaction. -/
def screeningSeries (X K : Matrix n n ℂ) (N : ℕ) : Matrix n n ℂ :=
  ∑ k ∈ Finset.range N, (-(X * K)) ^ k * X

/-- For a positive definite bare response and a positive semidefinite interaction, the screened
response is positive definite. -/
theorem screenedResponse_posDef {X K : Matrix n n ℂ} (hX : X.PosDef) (hK : K.PosSemidef) :
    (screenedResponse X K).PosDef :=
  (hX.inv.add_posSemidef hK).inv

/-- Dyson equation: for positive definite `X` and positive semidefinite `K`, screening lowers the
response by `XKR`, which equals `RKX`, where `R` is the screened response. -/
theorem dyson {X K : Matrix n n ℂ} (hX : X.PosDef) (hK : K.PosSemidef) :
    X - screenedResponse X K = X * K * screenedResponse X K ∧
    X - screenedResponse X K = screenedResponse X K * K * X := by
  have hXu : IsUnit X.det := (Matrix.isUnit_iff_isUnit_det X).mp hX.isUnit
  have hM : IsUnit (X⁻¹ + K).det :=
    (Matrix.isUnit_iff_isUnit_det _).mp (hX.inv.add_posSemidef hK).isUnit
  have h1 : (X⁻¹ + K) * screenedResponse X K = 1 := Matrix.mul_nonsing_inv _ hM
  have h2 : screenedResponse X K * (X⁻¹ + K) = 1 := Matrix.nonsing_inv_mul _ hM
  constructor
  · -- multiply the defining equation by `X` from the left
    have h : X * ((X⁻¹ + K) * screenedResponse X K) = X := by rw [h1, mul_one]
    rw [add_mul, mul_add, ← mul_assoc X X⁻¹, Matrix.mul_nonsing_inv _ hXu, one_mul,
      ← mul_assoc X K] at h
    exact sub_eq_of_eq_add' h.symm
  · -- and from the right
    have h : (screenedResponse X K * (X⁻¹ + K)) * X = X := by rw [h2, one_mul]
    rw [mul_add, add_mul, mul_assoc _ X⁻¹ X, Matrix.nonsing_inv_mul _ hXu, mul_one] at h
    exact sub_eq_of_eq_add' h.symm

/-- For positive definite `X` and positive semidefinite `K`, the error of the screening series
after `N` terms is exactly `(-XK)^N` times the screened response. -/
theorem series_remainder {X K : Matrix n n ℂ} (hX : X.PosDef) (hK : K.PosSemidef) (N : ℕ) :
    screenedResponse X K - screeningSeries X K N =
      (-(X * K)) ^ N * screenedResponse X K := by
  induction N with
  | zero => simp [screeningSeries]
  | succ N ih =>
    have hstep : screeningSeries X K (N + 1) =
        screeningSeries X K N + (-(X * K)) ^ N * X := Finset.sum_range_succ _ _
    have hd : screenedResponse X K - X = -(X * K) * screenedResponse X K := by
      rw [← neg_sub X (screenedResponse X K), (dyson hX hK).1, neg_mul]
    rw [hstep, ← sub_sub, ih, ← mul_sub, hd, pow_succ, mul_assoc]

/-- For positive definite `X` and positive semidefinite `K`, the screening series with an even
number of terms is less than or equal to the screened response in the Loewner order, and with an odd
number of terms it is greater than or equal to it. -/
theorem series_bracket {X K : Matrix n n ℂ} (hX : X.PosDef) (hK : K.PosSemidef) (k : ℕ) :
    (screenedResponse X K - screeningSeries X K (2 * k)).PosSemidef ∧
    (screeningSeries X K (2 * k + 1) - screenedResponse X K).PosSemidef := by
  have hrem := series_remainder hX hK (2 * k)
  have hstep : screeningSeries X K (2 * k + 1) =
      screeningSeries X K (2 * k) + (-(X * K)) ^ (2 * k) * X := Finset.sum_range_succ _ _
  obtain ⟨d1, d2⟩ := dyson hX hK
  have hR := screenedResponse_posDef hX hK
  generalize screenedResponse X K = R at *
  have hP : (-(X * K))ᴴ = -(K * X) := by
    rw [conjTranspose_neg, conjTranspose_mul, hX.isHermitian.eq, hK.isHermitian.eq]
  -- factors `-XK` can be moved through `R` and through `X`, turning into their adjoints
  have hsR : SemiconjBy R (-(X * K))ᴴ (-(X * K)) := by
    change R * (-(X * K))ᴴ = -(X * K) * R
    rw [hP, mul_neg, neg_mul, ← mul_assoc, ← d2, d1]
  have hsX : SemiconjBy X (-(X * K))ᴴ (-(X * K)) := by
    change X * (-(X * K))ᴴ = -(X * K) * X
    rw [hP, mul_neg, neg_mul, ← mul_assoc]
  have move : ∀ A : Matrix n n ℂ, SemiconjBy A (-(X * K))ᴴ (-(X * K)) →
      (-(X * K)) ^ (2 * k) * A = (-(X * K)) ^ k * A * ((-(X * K)) ^ k)ᴴ := by
    intro A hA
    have hp := (hA.pow_right k).eq
    rw [two_mul, pow_add, mul_assoc, ← hp, conjTranspose_pow, mul_assoc]
  constructor
  · rw [hrem, move R hsR]
    exact hR.posSemidef.mul_mul_conjTranspose_same _
  · -- the reduction `X - R` is a sum of two congruences
    have hsplit : X - R = Rᴴ * K * R + (K * R)ᴴ * X * (K * R) := by
      rw [conjTranspose_mul, hR.isHermitian.eq, hK.isHermitian.eq]
      calc X - R = R * K * X := d2
        _ = R * K * (R + (X - R)) := by rw [add_sub_cancel]
        _ = R * K * R + R * K * X * (K * R) := by rw [d1]; noncomm_ring
    have hpos : (X - R).PosSemidef := by
      rw [hsplit]
      exact (hK.conjTranspose_mul_mul_same R).add
        (hX.posSemidef.conjTranspose_mul_mul_same (K * R))
    have herr : screeningSeries X K (2 * k + 1) - R = (-(X * K)) ^ (2 * k) * (X - R) := by
      rw [hstep, mul_sub, ← hrem]
      abel
    rw [herr, move (X - R) (hsX.sub_left hsR)]
    exact hpos.mul_mul_conjTranspose_same _

end

end SeriesBracket
```

Messages:

```
Main.lean:84:75: error: unsolved goals
n : Type u_1
inst✝¹ : Fintype n
inst✝ : DecidableEq n
X K : Matrix n n ℂ
hX : X.PosDef
hK : K.PosSemidef
k : ℕ
hstep : screeningSeries X K (2 * k + 1) = screeningSeries X K (2 * k) + (-(X * K)) ^ (2 * k) * X
R : Matrix n n ℂ
hrem : R - screeningSeries X K (2 * k) = (-(X * K)) ^ (2 * k) * R
d1 : X - R = X * K * R
d2 : X - R = R * K * X
hR : R.PosDef
hP : (-(X * K))ᴴ = -(K * X)
hsR : SemiconjBy R (-(X * K))ᴴ (-(X * K))
hsX : SemiconjBy X (-(X * K))ᴴ (-(X * K))
A : Matrix n n ℂ
hA : SemiconjBy A (-(X * K))ᴴ (-(X * K))
hp : A * (-(X * K))ᴴ ^ k = (-(X * K)) ^ k * A
⊢ (-(X * K)) ^ k * (A * (-(X * K))ᴴ ^ k) = A * ((-(X * K))ᴴ ^ k * (-(X * K))ᴴ ^ k)
```

Diagnosis. The error is in the auxiliary statement `move`, which carries half of the factors past `A`. Write `P` for `-(X * K)`. The hypothesis `hp` says `A * Pᴴ ^ k = P ^ k * A`, and the rewrite `← hp` was needed only on the left of the goal. But `rw` replaces every instance of the pattern it has found, and `P ^ k * A` also stood on the right, in `P ^ k * A * (P ^ k)ᴴ`. Both sides were changed, and the goal left over is `P ^ k * (A * Pᴴ ^ k) = A * (Pᴴ ^ k * Pᴴ ^ k)`. This is true, but it needs `hp` again, and the `rfl` that `rw` tries at the end does not prove it.

The repair uses `hp` forwards, as the last step. Before that, `conjTranspose_pow` turns `(P ^ k)ᴴ` into `Pᴴ ^ k`, and two uses of `mul_assoc` regroup the two sides, so that `A * Pᴴ ^ k` appears, and only on the right. Rewriting it with `hp` makes both sides `P ^ k * (P ^ k * A)`, and `rw` closes the goal.

The mended proof, as a diff:

```diff
@@ -85,5 +85,5 @@
     intro A hA
     have hp := (hA.pow_right k).eq
-    rw [two_mul, pow_add, mul_assoc, ← hp, conjTranspose_pow, mul_assoc]
+    rw [two_mul, pow_add, conjTranspose_pow, mul_assoc, mul_assoc, hp]
   constructor
   · rw [hrem, move R hsR]
```
